# Casimir's quadrupole function averages to zero over a hyperfine multiplet for spins I, J ≥ 1

To find where a rotational level would lie without its quadrupole splitting, one can average the hyperfine energies of that level with weights $2F+1$. Here $J$ is the rotational angular momentum, $I$ the spin of the nucleus and $F$ their resultant. For a closed-shell linear molecule with one quadrupolar nucleus and no vibrational angular momentum, the quadrupole coupling alone gives, to first order, the energies
$$E_F = E_J - eqQ\,f(F),$$
with $e$ the elementary charge, $Q$ the nuclear quadrupole moment, $q$ the second derivative along the axis, taken at the nucleus, of the electrostatic potential of all charges outside it, and $f$ Casimir's function. The average returns $E_J$ exactly when $\sum_F (2F+1)f(F)=0$. This sum rule is proved below for all integral or half-integral $I,J\ge 1$, together with a closed form for $\sum_F(2F+1)f(F)^2$. Divided by the number of states $(2I+1)(2J+1)$, the latter sum is the mean square of $f$, which measures the spread of the multiplet.

```lean
import Mathlib

open Finset

namespace CasimirQuadrupole

noncomputable section
```

## From the coupling operator to Casimir's numerator

The angular momenta, in units of $\hbar$, enter as vector operators with three Cartesian components, and their scalar product is $\mathbf A\cdot\mathbf B=\sum_k A_kB_k$. In Lean, the components are linear maps on a complex vector space `V`, whose dimension is left open; `A` stands for $\mathbf I$ and `B` for $\mathbf J$.

```lean
/-- The scalar product `A · B` of two vector operators with three Cartesian components. -/
def dot {V : Type*} [AddCommGroup V] [Module ℂ V] (A B : Fin 3 → Module.End ℂ V) :
    Module.End ℂ V := ∑ k, A k * B k
```

Within one rotational level, the interaction of the nuclear quadrupole with the field gradient of the surrounding charges is proportional to
$$3(\mathbf I\cdot\mathbf J)^2+\tfrac32\,\mathbf I\cdot\mathbf J-\mathbf I^2\mathbf J^2 .$$
This effective form is the starting point and is not derived here from electrostatics.

```lean
/-- The quadrupole coupling operator `3 (I·J)² + (3/2) I·J - I² J²`, without its prefactor. -/
def quadrupoleOp {V : Type*} [AddCommGroup V] [Module ℂ V] (A B : Fin 3 → Module.End ℂ V) :
    Module.End ℂ V :=
  (3 : ℂ) • (dot A B * dot A B) + (3 / 2 : ℂ) • dot A B - dot A A * dot B B
```

Write $C=F(F+1)-I(I+1)-J(J+1)$. The eigenvalue of the operator will turn out to be
$$n(F)=\tfrac34C(C+1)-I(I+1)J(J+1).$$

```lean
/-- The numerator `3C(C+1)/4 - I(I+1)J(J+1)` of Casimir's function, where
`C = F(F+1) - I(I+1) - J(J+1)`. -/
def casimirNum (F I J : ℝ) : ℝ :=
  3 / 4 * (F * (F + 1) - I * (I + 1) - J * (J + 1)) *
    (F * (F + 1) - I * (I + 1) - J * (J + 1) + 1) - I * (I + 1) * (J * (J + 1))
```

The denominator collects the factors in $I$ and $J$ from the prefactor of the interaction in a linear molecule,
$$D=2I(2I-1)(2J-1)(2J+3).$$

```lean
/-- The denominator `2I(2I-1)(2J-1)(2J+3)` of Casimir's function. -/
def casimirDen (I J : ℝ) : ℝ := 2 * I * (2 * I - 1) * (2 * J - 1) * (2 * J + 3)
```

Casimir's function is the quotient $f=n/D$.

```lean
/-- Casimir's function `f` of the level `F`, for spins `I ≥ 1` and `J ≥ 1`. -/
def casimirF (F I J : ℝ) : ℝ := casimirNum F I J / casimirDen I J
```

To obtain $n$, expand the square of the total angular momentum. Since $I_k$ and $J_k$ commute,
$$(\mathbf I+\mathbf J)^2=\mathbf I^2+\mathbf J^2+2\,\mathbf I\cdot\mathbf J .$$
On a joint eigenvector $\psi$ of the three squares this gives $\mathbf I\cdot\mathbf J\,\psi=\tfrac C2\psi$, and the coupling operator has the eigenvalue
$$3\,\frac{C^2}{4}+\frac32\,\frac C2-I(I+1)J(J+1)=n(F).$$

The theorem `quadrupoleOp_eigenvalue`, which follows the definitions of the levels and of the weighted sum, says this with the commutation as `hAB` and the three eigenvalue equations as `hA`, `hB` and `hF`. The commutation relations within each spin are not needed.

The levels are $F_k=|I-J|+k$. With $I=a/2$ and $J=b/2$ for natural numbers $a,b$, the definition covers integral and half-integral spins alike.

```lean
/-- The levels `F = |I - J| + k` of the spins `I = a/2` and `J = b/2`. -/
def totalF (a b k : ℕ) : ℝ := |(a : ℝ) / 2 - (b : ℝ) / 2| + k
```

The index runs over $k=0,\dots,\min(a,b)$, and the last level is $|I-J|+2\min(I,J)=I+J$. That these are the levels, each with $2F+1$ states, is the usual addition rule for angular momenta; it is built into the definition.

```lean
/-- The sum of `(2F+1) g(F)` over `F = |I-J|, ..., I+J`, for `I = a/2` and `J = b/2`. -/
def multipletSum (a b : ℕ) (g : ℝ → ℝ) : ℝ :=
  ∑ k ∈ range (min a b + 1), (2 * totalF a b k + 1) * g (totalF a b k)
```

In the proof of the eigenvalue, `key` is the expanded square and `hdot` the eigenvalue $C/2$. The last lines insert it into the coupling operator.

```lean
/-- If the components of `I` and `J` with equal index commute, a joint eigenvector of `I²`, `J²` and
`(I+J)²` with the eigenvalues `I(I+1)`, `J(J+1)` and `F(F+1)` is an eigenvector of the quadrupole
coupling operator, and the eigenvalue is the numerator of Casimir's function. -/
theorem quadrupoleOp_eigenvalue {V : Type*} [AddCommGroup V] [Module ℂ V]
    (A B : Fin 3 → Module.End ℂ V) (F I J : ℝ) (ψ : V)
    (hAB : ∀ k, A k * B k = B k * A k)
    (hA : dot A A ψ = ((I : ℂ) * (I + 1)) • ψ)
    (hB : dot B B ψ = ((J : ℂ) * (J + 1)) • ψ)
    (hF : dot (A + B) (A + B) ψ = ((F : ℂ) * (F + 1)) • ψ) :
    quadrupoleOp A B ψ = (casimirNum F I J : ℂ) • ψ := by
  -- (I+J)² = I² + J² + 2 I·J
  have hk : ∀ k, (A k + B k) * (A k + B k)
      = A k * A k + B k * B k + (2 : ℂ) • (A k * B k) := by
    intro k
    rw [add_mul, mul_add, mul_add, ← hAB k]
    module
  have key : dot (A + B) (A + B) = dot A A + dot B B + (2 : ℂ) • dot A B := by
    simp only [dot, Pi.add_apply, hk, Finset.sum_add_distrib, Finset.smul_sum]
  rw [key] at hF
  simp only [LinearMap.add_apply, LinearMap.smul_apply, hA, hB] at hF
  -- hence I·J has the eigenvalue C/2
  have hdot : dot A B ψ
      = (((F : ℂ) * (F + 1) - I * (I + 1) - J * (J + 1)) / 2) • ψ := by
    linear_combination (norm := module) (1 / 2 : ℂ) • hF
  simp only [quadrupoleOp, LinearMap.sub_apply, LinearMap.add_apply, LinearMap.smul_apply,
    Module.End.mul_apply, hdot, hA, hB, map_smul, casimirNum]
  push_cast
  module
```

## Two spins 1 coupled to F = 0

A concrete pair of spins meets these hypotheses. In the Cartesian basis the spin-1 matrices have the elements $(S_k)_{lm}=-i\varepsilon_{klm}$, with $\varepsilon_{klm}$ the antisymmetric symbol.

```lean
/-- The Cartesian spin-1 matrices. -/
def spinOne : Fin 3 → Matrix (Fin 3) (Fin 3) ℂ :=
  ![!![0, 0, 0; 0, 0, -Complex.I; 0, Complex.I, 0],
    !![0, 0, Complex.I; 0, 0, 0; -Complex.I, 0, 0],
    !![0, -Complex.I, 0; Complex.I, 0, 0; 0, 0, 0]]
```

A state of two spins 1 has nine amplitudes, which can be written as a $3\times3$ matrix $M$. The first spin acts by $M\mapsto S_kM$.

```lean
/-- The first spin 1, acting on two-spin states written as 3 × 3 matrices from the left. -/
def leftSpin (k : Fin 3) : Module.End ℂ (Matrix (Fin 3) (Fin 3) ℂ) :=
  LinearMap.mulLeft ℂ (spinOne k)
```

The second acts by $M\mapsto -MS_k$, where the minus sign restores the angular momentum commutation relations that multiplication from the right would reverse.

```lean
/-- The second spin 1, acting on the same states from the right with a minus sign. -/
def rightSpin (k : Fin 3) : Module.End ℂ (Matrix (Fin 3) (Fin 3) ℂ) :=
  -LinearMap.mulRight ℂ (spinOne k)
```

Left and right multiplication commute. On the identity matrix each spin squared gives $\sum_kS_k^2=2=1(1+1)$, while the total spin gives $S_k-S_k=0$. The identity is therefore the state with $F=0$; normalised, it is $1/\sqrt3$ times the identity. Here $C=-4$, $n=5$ and $f=1/2$.

```lean
/-- Left and right spin components with equal index commute, and the identity matrix is a joint
eigenvector of the two squared spins and the squared total spin, with `I = J = 1` and `F = 0`. -/
theorem quadrupoleOp_eigenvalue_witness :
    (∀ k, leftSpin k * rightSpin k = rightSpin k * leftSpin k) ∧
    dot leftSpin leftSpin 1 = ((1 : ℂ) * (1 + 1)) • 1 ∧
    dot rightSpin rightSpin 1 = ((1 : ℂ) * (1 + 1)) • 1 ∧
    dot (leftSpin + rightSpin) (leftSpin + rightSpin) 1 = ((0 : ℂ) * (0 + 1)) • 1 := by
  have hsq : ∑ k, spinOne k * spinOne k = ((1 : ℂ) * (1 + 1)) • 1 := by
    rw [Fin.sum_univ_three]
    ext i j
    fin_cases i <;> fin_cases j <;>
      simp [spinOne]
  refine ⟨fun k => LinearMap.ext fun M => ?_, ?_, ?_, ?_⟩
  · simp [leftSpin, rightSpin, mul_assoc]
  · simp only [dot, LinearMap.sum_apply, Module.End.mul_apply, leftSpin,
      LinearMap.mulLeft_apply, mul_one]
    simpa using hsq
  · simp only [dot, LinearMap.sum_apply, Module.End.mul_apply, rightSpin,
      LinearMap.neg_apply, LinearMap.mulRight_apply, one_mul, neg_mul, neg_neg]
    simpa using hsq
  · simp [dot, leftSpin, rightSpin]
```

## The multiplet sum telescopes

Suppose that a function $T$ satisfies $T((F+1)^2)-T(F^2)=(2F+1)g(F)$. Consecutive levels differ by one, and all intermediate terms cancel:
$$\sum_F(2F+1)g(F)=T(u_+)-T(u_-),\qquad u_+=(I+J+1)^2,\quad u_-=(I-J)^2 .$$
For $g=1$ and $T(u)=u$ this is the number of states, $N=u_+-u_-=(2I+1)(2J+1)$.

In the proof, `hstep` rewrites each term as a difference, `top` and `bottom` identify the two ends, and `Finset.sum_range_sub` does the cancelling.

```lean
/-- A weighted sum over the multiplet telescopes: if `T((F+1)²) - T(F²) = (2F+1) g(F)` for all
`F`, it equals `T((I+J+1)²) - T((I-J)²)`. -/
theorem multipletSum_eq (a b : ℕ) (T g : ℝ → ℝ)
    (h : ∀ F, T ((F + 1) ^ 2) - T (F ^ 2) = (2 * F + 1) * g F) :
    multipletSum a b g
      = T (((a : ℝ) / 2 + (b : ℝ) / 2 + 1) ^ 2) - T (((a : ℝ) / 2 - (b : ℝ) / 2) ^ 2) := by
  have hstep : ∀ k : ℕ, (2 * totalF a b k + 1) * g (totalF a b k)
      = T (totalF a b (k + 1) ^ 2) - T (totalF a b k ^ 2) := by
    intro k
    have e : totalF a b (k + 1) = totalF a b k + 1 := by
      unfold totalF
      push_cast
      ring
    rw [e, h]
  have top : totalF a b (min a b + 1) = (a : ℝ) / 2 + (b : ℝ) / 2 + 1 := by
    unfold totalF
    rcases le_total a b with hab | hab
    · have h' : (a : ℝ) ≤ b := by exact_mod_cast hab
      rw [min_eq_left hab, abs_of_nonpos (by linarith)]
      push_cast
      ring
    · have h' : (b : ℝ) ≤ a := by exact_mod_cast hab
      rw [min_eq_right hab, abs_of_nonneg (by linarith)]
      push_cast
      ring
  have bottom : totalF a b 0 ^ 2 = ((a : ℝ) / 2 - (b : ℝ) / 2) ^ 2 := by
    simp only [totalF, Nat.cast_zero, add_zero, sq_abs]
  rw [← top, ← bottom]
  exact (Finset.sum_congr rfl fun k _ => hstep k).trans
    (Finset.sum_range_sub (fun k => T (totalF a b k ^ 2)) _)
```

## The weighted sum of f

Put $s=F(F+1)$, $K=I(I+1)+J(J+1)$ and $P=I(I+1)J(J+1)$. Then $C=s-K$ and
$$n=\tfrac34\left[s^2+(1-2K)s+K^2-K\right]-P .$$
For $g=s$ one can take $T=u(u-1)/2$, and for $g=s^2$, $T=u(u-1)^2/3$. The end points satisfy
$$u_++u_-=2K+1,\qquad u_+u_-=K^2-4P .$$
Let $\langle g\rangle$ be the weighted sum divided by $N$. Dividing $T(u_+)-T(u_-)$ by $u_+-u_-$ gives
$$\langle s\rangle=\frac{(2K+1)-1}{2}=K,$$
$$\langle s^2\rangle=\frac{(2K+1)^2-(K^2-4P)-2(2K+1)+1}{3}=K^2+\tfrac43P .$$
Therefore
$$\langle n\rangle=\tfrac34\left[K^2+\tfrac43P+(1-2K)K+K^2-K\right]-P=0 .$$
For $I,J\ge1$ every factor of $D$ is positive, and division by $D$ gives the sum rule.

In `casimir_sum_rule` the conditions read `2 ≤ a` and `2 ≤ b`. The polynomial $T$ for $n$ is passed to `multipletSum_eq`; `ring` checks the step identity and then the vanishing difference between the ends. The step `hs` takes the common denominator out of the sum.

```lean
/-- For spins `I ≥ 1` and `J ≥ 1` the denominator of Casimir's function is positive, and the
sum of `(2F+1) f` over the multiplet vanishes. -/
theorem casimir_sum_rule (a b : ℕ) (ha : 2 ≤ a) (hb : 2 ≤ b) :
    0 < casimirDen (a / 2) (b / 2) ∧
      multipletSum a b (fun F => casimirF F (a / 2) (b / 2)) = 0 := by
  have ha' : (2 : ℝ) ≤ a := by exact_mod_cast ha
  have hb' : (2 : ℝ) ≤ b := by exact_mod_cast hb
  constructor
  · unfold casimirDen
    exact mul_pos (mul_pos (mul_pos (by linarith) (by linarith)) (by linarith)) (by linarith)
  · have hnum : multipletSum a b (fun F => casimirNum F (a / 2) (b / 2)) = 0 := by
      obtain ⟨K, hK⟩ : ∃ K : ℝ, K = (a : ℝ) / 2 * (a / 2 + 1) + b / 2 * (b / 2 + 1) := ⟨_, rfl⟩
      refine (multipletSum_eq a b (fun u => 3 / 4 * (u * (u - 1) ^ 2 / 3
        + (1 - 2 * K) * (u * (u - 1) / 2) + (K ^ 2 - K) * u)
        - (a : ℝ) / 2 * (a / 2 + 1) * (b / 2 * (b / 2 + 1)) * u) _ ?_).trans ?_
      · intro F
        simp only [casimirNum, hK]
        ring
      · simp only [hK]
        ring
    have hs : multipletSum a b (fun F => casimirF F (a / 2) (b / 2))
        = multipletSum a b (fun F => casimirNum F (a / 2) (b / 2))
          / casimirDen (a / 2) (b / 2) := by
      simp only [multipletSum, casimirF, Finset.sum_div, mul_div_assoc]
    rw [hs, hnum, zero_div]
```

## The weighted sum of f²

The square of $n$ also needs the third and fourth powers of $s$. Suitable polynomials are
$$s^3:\ \frac{u(u-1)^2(3u-4)}{12},\qquad s^4:\ \frac{u(u-1)^2(3u^2-9u+8)}{15}.$$
The same end points give
$$\langle s^3\rangle=K^3+4KP-\tfrac43P,$$
$$\langle s^4\rangle=K^4+8K^2P-\tfrac{32}5KP+\tfrac{16}5P^2+\tfrac{32}{15}P .$$
In terms of $C=s-K$ these moments become
$$\langle C\rangle=0,\quad\langle C^2\rangle=\tfrac43P,\quad\langle C^3\rangle=-\tfrac43P,\quad\langle C^4\rangle=\tfrac{16}{15}P(3P-K+2).$$
Hence
$$\langle n^2\rangle=\tfrac9{16}\langle C^4+2C^3+C^2\rangle-\tfrac32P\langle C^2+C\rangle+P^2=\frac{P(16P-12K+9)}{20}.$$
The bracket factorises as $(2I-1)(2I+3)(2J-1)(2J+3)$. Multiplying by $N$, dividing by $D^2$ and then multiplying by $40D$ gives
$$80I(2I-1)(2J-1)(2J+3)\sum_F(2F+1)f^2=(2I+1)(2J+1)(I+1)(2I+3)J(J+1).$$

The condition on $I$ matters. For $I=1/2$, $J=1$ the left side contains the factor $2I-1=0$, whereas the right side is $2\cdot3\cdot\tfrac32\cdot4\cdot1\cdot2=72$. Physically, a nucleus of spin $1/2$ has no quadrupole moment to couple. The rotational level $J=0$, which the condition on $J$ leaves out, has only $F=I$, with $C=0$ and $n=0$; to first order the quadrupole coupling neither splits nor shifts it.

The Lean proof works directly with powers of $s$, writing $n=\tfrac34s^2+Bs+E$; the numbers `B` and `E` depend only on $I$ and $J$. It combines the polynomials above into one $T$ for $n^2$, and `ring` again checks the step and the end points. The positive denominator from `casimir_sum_rule` justifies the final division.

```lean
/-- For spins `I ≥ 1` and `J ≥ 1`, the sum of `(2F+1) f²` over the multiplet, multiplied by
`80 I(2I-1)(2J-1)(2J+3)`, is `(2I+1)(2J+1)(I+1)(2I+3)J(J+1)`. -/
theorem casimir_second_moment (a b : ℕ) (I J : ℝ) (hI : I = a / 2) (hJ : J = b / 2)
    (ha : 2 ≤ a) (hb : 2 ≤ b) :
    80 * I * (2 * I - 1) * (2 * J - 1) * (2 * J + 3)
        * multipletSum a b (fun F => casimirF F I J ^ 2)
      = (2 * I + 1) * (2 * J + 1) * (I + 1) * (2 * I + 3) * J * (J + 1) := by
  have hD : casimirDen I J ≠ 0 := by
    rw [hI, hJ]
    exact (casimir_sum_rule a b ha hb).1.ne'
  have hnum : multipletSum a b (fun F => casimirNum F I J ^ 2)
      = (2 * I + 1) * (2 * J + 1) * (I * (I + 1) * (2 * I - 1) * (2 * I + 3))
        * (J * (J + 1) * (2 * J - 1) * (2 * J + 3)) / 20 := by
    -- the numerator is (3/4) s² + B s + E with s = F(F+1)
    obtain ⟨B, hB⟩ : ∃ B : ℝ, B = 3 / 4 * (1 - 2 * (I * (I + 1) + J * (J + 1))) := ⟨_, rfl⟩
    obtain ⟨E, hE⟩ : ∃ E : ℝ, E = 3 / 4 * ((I * (I + 1) + J * (J + 1)) ^ 2
      - (I * (I + 1) + J * (J + 1))) - I * (I + 1) * (J * (J + 1)) := ⟨_, rfl⟩
    refine (multipletSum_eq a b (fun u =>
      9 / 16 * (u * (u - 1) ^ 2 * (3 * u ^ 2 - 9 * u + 8) / 15)
      + 3 / 2 * B * (u * (u - 1) ^ 2 * (3 * u - 4) / 12)
      + (B ^ 2 + 3 / 2 * E) * (u * (u - 1) ^ 2 / 3)
      + 2 * B * E * (u * (u - 1) / 2) + E ^ 2 * u) _ ?_).trans ?_
    · intro F
      have hN : casimirNum F I J = 3 / 4 * (F * (F + 1)) ^ 2 + B * (F * (F + 1)) + E := by
        rw [hB, hE, casimirNum]
        ring
      simp only [hN]
      ring
    · rw [← hI, ← hJ]
      simp only [hB, hE]
      ring
  have hs : multipletSum a b (fun F => casimirF F I J ^ 2)
      = multipletSum a b (fun F => casimirNum F I J ^ 2) / casimirDen I J ^ 2 := by
    simp only [multipletSum, casimirF, div_pow, Finset.sum_div, mul_div_assoc]
  rw [hs, hnum, ← mul_div_assoc, div_eq_iff (pow_ne_zero 2 hD), casimirDen]
  ring
```

## The triplet for J = 1 and I = 3/2

Here $I(I+1)=15/4$, $J(J+1)=2$, $P=15/2$ and $D=30$.

| $F$ | $C$ | $n$ | $f$ | $2F+1$ |
|---|---|---|---|---|
| $1/2$ | $-5$ | $15-15/2=15/2$ | $1/4$ | $2$ |
| $3/2$ | $-2$ | $3/2-15/2=-6$ | $-1/5$ | $4$ |
| $5/2$ | $3$ | $9-15/2=3/2$ | $1/20$ | $6$ |

The weighted sum is $\tfrac12-\tfrac45+\tfrac3{10}=0$. The weighted sum of squares is $\tfrac18+\tfrac4{25}+\tfrac3{200}=\tfrac3{10}$; multiplied by $80\cdot\tfrac32\cdot2\cdot1\cdot5=1200$ it gives $360$, which equals the right side $4\cdot3\cdot\tfrac52\cdot6\cdot1\cdot2$.

The last theorem checks the three values of $f$ and shows that, for any function `g`, the three levels enter the multiplet sum in the ratio $1:2:3$.

```lean
/-- For `J = 1` and `I = 3/2` the levels `F = 1/2, 3/2, 5/2` have `f = 1/4, -1/5, 1/20`, and
they enter every multiplet sum with weights in the ratio 1:2:3. -/
theorem casimir_three_halves :
    casimirF (1 / 2) (3 / 2) 1 = 1 / 4 ∧ casimirF (3 / 2) (3 / 2) 1 = -1 / 5 ∧
    casimirF (5 / 2) (3 / 2) 1 = 1 / 20 ∧
    ∀ g : ℝ → ℝ, multipletSum 3 2 g = 2 * (g (1 / 2) + 2 * g (3 / 2) + 3 * g (5 / 2)) := by
  refine ⟨by norm_num [casimirF, casimirNum, casimirDen],
    by norm_num [casimirF, casimirNum, casimirDen],
    by norm_num [casimirF, casimirNum, casimirDen], fun g => ?_⟩
  have h : |((3 : ℕ) : ℝ) / 2 - ((2 : ℕ) : ℝ) / 2| = 1 / 2 := by
    rw [abs_of_nonneg (by norm_num)]
    norm_num
  have e0 : totalF 3 2 0 = 1 / 2 := by rw [totalF, h]; norm_num
  have e1 : totalF 3 2 1 = 3 / 2 := by rw [totalF, h]; norm_num
  have e2 : totalF 3 2 2 = 5 / 2 := by rw [totalF, h]; norm_num
  have hm : min 3 2 + 1 = 3 := by norm_num
  rw [multipletSum, hm, Finset.sum_range_succ, Finset.sum_range_succ, Finset.sum_range_succ,
    Finset.sum_range_zero, e0, e1, e2]
  ring

end

end CasimirQuadrupole
```

```lean
#print axioms CasimirQuadrupole.quadrupoleOp_eigenvalue
#print axioms CasimirQuadrupole.casimir_sum_rule
#print axioms CasimirQuadrupole.casimir_second_moment
#print axioms CasimirQuadrupole.casimir_three_halves
```

```
'CasimirQuadrupole.quadrupoleOp_eigenvalue' depends on axioms: [propext, Classical.choice, Quot.sound]
'CasimirQuadrupole.casimir_sum_rule' depends on axioms: [propext, Classical.choice, Quot.sound]
'CasimirQuadrupole.casimir_second_moment' depends on axioms: [propext, Classical.choice, Quot.sound]
'CasimirQuadrupole.casimir_three_halves' depends on axioms: [propext, Classical.choice, Quot.sound]
```
